# The least exponent of a single hop scales as T^(−1/(d+1)) when activation costs c/(T r^d)

An electron hops over a distance r between localised states in d dimensions. Its hopping exponent is the dimensionless sum

f(r) = a r + b/r^d.

The first term is the tunnelling cost, with a an inverse length. The second is the activation cost, an energy divided by k_B T, which falls with r because a larger neighbourhood offers a state closer in energy. All quantities are real numbers without units in Lean, and d is a natural number.

```lean
import Mathlib

namespace VariableRangeHopping

noncomputable section

/-- The hopping exponent `a r + b / r^d`: tunnelling cost plus activation cost of a hop
over the distance `r ≠ 0` in `d` dimensions. -/
def hopExponent (a b : ℝ) (d : ℕ) (r : ℝ) : ℝ := a * r + b / r ^ d
```

The candidate for the best distance is r₀ = (d b/a)^(1/(d+1)), a real power because the exponent is a fraction.

```lean
/-- The hopping distance `r₀ = (d b / a)^(1/(d+1))`, for `a > 0` and `b ≥ 0`. -/
def optimalRange (a b : ℝ) (d : ℕ) : ℝ := (d * b / a) ^ (1 / ((d : ℝ) + 1))
```

When the activation cost is written with b = c/T, the constant c carries the units of temperature times length^d. It combines with a into a characteristic temperature T₀ = (d+1)^(d+1) a^d c/d^d.

```lean
/-- The characteristic temperature `T₀ = (d+1)^(d+1) a^d c / d^d`. -/
def mottTemperature (a c : ℝ) (d : ℕ) : ℝ :=
  ((d : ℝ) + 1) ^ (d + 1) * a ^ d * c / (d : ℝ) ^ d
```

The rate of a hop is ν exp(−f(r)), with attempt frequency ν.

```lean
/-- The rate of a hop over the distance `r ≠ 0` at temperature `T ≠ 0`, with attempt
frequency `ν` and activation cost `c / (T r^d)`. -/
def hopRate (ν a c : ℝ) (d : ℕ) (T r : ℝ) : ℝ :=
  ν * Real.exp (-hopExponent a (c / T) d r)
```

In three dimensions the activation energy will be the level spacing in a sphere of radius r. With g states per volume and energy, one state is expected when (4/3)π r³ g ΔE = 1, which gives ΔE = 3/(4π g r³).

```lean
/-- The level spacing `3 / (4 π g r³)` in a sphere of radius `r ≠ 0` with constant
density of states `g ≠ 0` per volume and energy. -/
def levelSpacing (g r : ℝ) : ℝ := 3 / (4 * Real.pi * g * r ^ 3)
```

A minimum is stated as `IsLeast (hopExponent a b d '' Set.Ioi 0) m`: some r > 0 has exponent m, and no r > 0 has a smaller one. `IsGreatest` is the mirror image.

## Positive distances in at least one dimension: r > 0 and d ≥ 1

The condition r > 0 says that a hop goes somewhere. Distance is otherwise unrestricted: the model has a continuum of possible lengths and no smallest separation between sites. The condition d ≥ 1 makes the activation cost depend on distance at all.

Both enter by hand through an inequality between two positive lengths r and s. Define

D_d = d r^(d+1) + s^(d+1) − (d+1) s r^d.

For d = 1 this is r² + s² − 2 s r = (r − s)², which is positive when r ≠ s. Going from n to n+1, expanding the right-hand side confirms

D_(n+1) = s D_n + (n+1) r^n (r − s)².

The first term is positive if D_n is, and the second is not negative. Hence D_d > 0 for all d ≥ 1 and all distinct positive r and s.

The proof is the same induction, started at 1 by `Nat.le_induction`. In each case `ring` checks the identity, and in the step `h1` and `h2` hold the two terms.

```lean
/-- For distinct positive lengths `r`, `s` and `d ≥ 1`, the quantity
`d r^(d+1) + s^(d+1) - (d+1) s r^d` is positive. -/
theorem competition_pos {r s : ℝ} (hr : 0 < r) (hs : 0 < s) (hne : r ≠ s)
    {d : ℕ} (hd : 1 ≤ d) :
    0 < (d : ℝ) * r ^ (d + 1) + s ^ (d + 1) - ((d : ℝ) + 1) * s * r ^ d := by
  induction d, hd using Nat.le_induction with
  | base =>
    have h : 0 < (r - s) ^ 2 := by
      have := sub_ne_zero.mpr hne
      positivity
    refine lt_of_lt_of_eq h ?_
    push_cast
    ring
  | succ n hn ih =>
    -- the next difference is `s` times the previous one plus a square
    have h1 := mul_pos hs ih
    have h2 : 0 ≤ ((n : ℝ) + 1) * r ^ n * (r - s) ^ 2 := by positivity
    refine lt_of_lt_of_eq (add_pos_of_pos_of_nonneg h1 h2) ?_
    push_cast
    ring
```

The same two conditions matter for the minimum of the exponent, found below. At d = 0 the exponent is a r + b, which for a > 0 approaches b as r shrinks but never reaches it for r > 0, so there is no least value. If r = 0 were admitted for d ≥ 1, the minimum would be spurious: Lean evaluates b/0 as 0, so r = 0 would count as a hop with zero exponent. That is why every minimum is taken over `Set.Ioi 0`, the positive reals.

## Both costs present: a > 0 and b > 0

A positive a means that the overlap of localised states decays with distance. If wavefunctions fall off as exp(−α r), the tunnelling probability falls off as exp(−2α r) and a = 2α. A positive b means that the model assigns every hop a positive activation energy; hops down in energy, which need no activation, are left out.

By hand, the distance comes from setting the derivative to zero:

f′(r) = a − d b/r^(d+1) = 0, so r₀^(d+1) = d b/a.

This needs a ≠ 0 for the division, and a positive right-hand side for a positive root. The Lean proof takes no derivative. It starts from the definition of r₀ and recovers the stationarity condition by multiplying the real exponents 1/(d+1) and d+1, which `Real.rpow_mul` allows because the base is not negative.

```lean
/-- For `a, b > 0` the distance `r₀` satisfies the equation `r₀^(d+1) = d b / a`. -/
theorem optimalRange_pow {a b : ℝ} (ha : 0 < a) (hb : 0 < b) (d : ℕ) :
    optimalRange a b d ^ (d + 1) = d * b / a := by
  have hne : (d : ℝ) + 1 ≠ 0 := by positivity
  have h1 : 1 / ((d : ℝ) + 1) * ((d + 1 : ℕ) : ℝ) = 1 := by
    push_cast
    exact one_div_mul_cancel hne
  rw [optimalRange, ← Real.rpow_natCast, ← Real.rpow_mul (by positivity), h1, Real.rpow_one]
```

To see that r₀ gives a minimum over all distances, and not merely a stationary point, write s for a number with s^(d+1) = d b/a. Then b = a s^(d+1)/d, and

f(r) − ((d+1)/d) a s
= a r + a s^(d+1)/(d r^d) − (d+1) a s/d
= (a/(d r^d)) (d r^(d+1) + s^(d+1) − (d+1) s r^d)
= (a/(d r^d)) D_d.

The next lemma is this calculation: `hb` solves for b, then `field_simp` and `ring` compare the two sides.

```lean
/-- If `s^(d+1) = d b / a` with `a > 0` and `d ≥ 1`, the exponent at `r > 0` exceeds
`((d+1)/d) a s` by `a / (d r^d)` times `d r^(d+1) + s^(d+1) - (d+1) s r^d`. -/
theorem hopExponent_sub {a b r s : ℝ} {d : ℕ} (ha : 0 < a) (hd : 1 ≤ d) (hr : 0 < r)
    (hs : s ^ (d + 1) = d * b / a) :
    hopExponent a b d r - ((d : ℝ) + 1) / d * a * s =
      a / (d * r ^ d) *
        ((d : ℝ) * r ^ (d + 1) + s ^ (d + 1) - ((d : ℝ) + 1) * s * r ^ d) := by
  have hd0 : (d : ℝ) ≠ 0 := by
    have : d ≠ 0 := by omega
    exact_mod_cast this
  have hb : b = a * s ^ (d + 1) / d := by
    rw [hs]
    field_simp
  rw [hopExponent, hb]
  field_simp
  ring
```

Now put s = r₀. At r = r₀ the bracket is d r₀^(d+1) + r₀^(d+1) − (d+1) r₀^(d+1) = 0, so

f(r₀) = ((d+1)/d) a r₀.

```lean
/-- For `a, b > 0` and `d ≥ 1`, the exponent at `r₀` equals `((d+1)/d) a r₀`. -/
theorem hopExponent_optimalRange {a b : ℝ} {d : ℕ} (ha : 0 < a) (hb : 0 < b) (hd : 1 ≤ d) :
    hopExponent a b d (optimalRange a b d) = ((d : ℝ) + 1) / d * a * optimalRange a b d := by
  have hdp : (0 : ℝ) < d := by exact_mod_cast hd
  have hpos : 0 < optimalRange a b d := Real.rpow_pos_of_pos (by positivity) _
  have h := hopExponent_sub ha hd hpos (optimalRange_pow ha hb d)
  have z : (d : ℝ) * optimalRange a b d ^ (d + 1) + optimalRange a b d ^ (d + 1)
      - ((d : ℝ) + 1) * optimalRange a b d * optimalRange a b d ^ d = 0 := by ring
  rw [z, mul_zero] at h
  linarith
```

At any other r > 0, the prefactor a/(d r^d) is positive and so is D_d, which makes f(r) strictly larger. The optimal distance is therefore unique.

```lean
/-- For `a, b > 0` and `d ≥ 1`, every distance `r > 0` other than `r₀` has an exponent
strictly above `((d+1)/d) a r₀`. -/
theorem lt_hopExponent {a b r : ℝ} {d : ℕ} (ha : 0 < a) (hb : 0 < b) (hd : 1 ≤ d)
    (hr : 0 < r) (hne : r ≠ optimalRange a b d) :
    ((d : ℝ) + 1) / d * a * optimalRange a b d < hopExponent a b d r := by
  have hdp : (0 : ℝ) < d := by exact_mod_cast hd
  have hpos : 0 < optimalRange a b d := Real.rpow_pos_of_pos (by positivity) _
  have h := hopExponent_sub ha hd hr (optimalRange_pow ha hb d)
  have hc : 0 < a / (d * r ^ d) := by positivity
  have hp := mul_pos hc (competition_pos hr hpos hne hd)
  rw [← h] at hp
  linarith
```

The two statements combine into the minimum over all positive distances. The proof offers r₀ as the point where the value is attained, then treats r = r₀ and r ≠ r₀ separately for the lower bound.

```lean
/-- For `a, b > 0` and `d ≥ 1`, the least value of `a r + b / r^d` over all `r > 0` is
`((d+1)/d) a r₀`. -/
theorem isLeast_hopExponent {a b : ℝ} {d : ℕ} (ha : 0 < a) (hb : 0 < b) (hd : 1 ≤ d) :
    IsLeast (hopExponent a b d '' Set.Ioi 0)
      (((d : ℝ) + 1) / d * a * optimalRange a b d) := by
  have hdp : (0 : ℝ) < d := by exact_mod_cast hd
  have hpos : 0 < optimalRange a b d := Real.rpow_pos_of_pos (by positivity) _
  refine ⟨⟨_, hpos, hopExponent_optimalRange ha hb hd⟩, ?_⟩
  rintro _ ⟨r, hr, rfl⟩
  rcases eq_or_ne r (optimalRange a b d) with h | h
  · exact le_of_eq (by rw [h, hopExponent_optimalRange ha hb hd])
  · exact (lt_hopExponent ha hb hd hr h).le
```

If either cost is removed, the competition disappears. With a = 0 and b > 0, the exponent b/r^d decreases towards zero as r grows, and ever longer hops are favoured. With b = 0 and a > 0, the exponent a r decreases towards zero as r shrinks. Neither has a least value on r > 0.

## Activation c/T with fixed c: c > 0 and T > 0

Setting b = c/T expresses thermal activation: an energy k_B c/r^d is compared with k_B T. Positivity of c and T makes b positive, so everything above applies. By hand,

r₀ = (d c/(a T))^(1/(d+1)) = (d c/a)^(1/(d+1)) T^(−1/(d+1)).

In Lean the prefactor is `optimalRange a c d`, the same function with c in the place of b. The lemmas that split the power of a product and invert the power of T assume numbers that are not negative, and this is where the proof uses the signs.

```lean
/-- For `a, c, T > 0`, the distance `r₀` with `b = c / T` scales with temperature as
`T^(-1/(d+1))`. -/
theorem optimalRange_temperature {a c T : ℝ} (ha : 0 < a) (hc : 0 < c) (hT : 0 < T) (d : ℕ) :
    optimalRange a (c / T) d = optimalRange a c d * T ^ (-(1 / ((d : ℝ) + 1))) := by
  have h : (d : ℝ) * (c / T) / a = d * c / a * T⁻¹ := by ring
  rw [optimalRange, optimalRange, h, Real.mul_rpow (by positivity) (by positivity),
    Real.inv_rpow hT.le, Real.rpow_neg hT.le]
```

The least exponent is proportional to r₀ and inherits its scaling. Its constant follows from raising it to the power d+1:

(((d+1)/d) a r₀)^(d+1)
= ((d+1)^(d+1)/d^(d+1)) a^(d+1) · d c/(a T)
= (d+1)^(d+1) a^d c/(d^d T)
= T₀/T.

Since the least exponent is positive, taking the root gives

min f = (T₀/T)^(1/(d+1)).

In the proof, `hx` is the displayed calculation, and the following rewrite takes the root and leaves the minimum already found.

```lean
/-- For `a, c, T > 0` and `d ≥ 1`, the least value of `a r + c / (T r^d)` over all distances `r > 0`
is `(T₀ / T)^(1/(d+1))`. -/
theorem mott_law {a c T : ℝ} {d : ℕ} (ha : 0 < a) (hc : 0 < c) (hT : 0 < T) (hd : 1 ≤ d) :
    IsLeast (hopExponent a (c / T) d '' Set.Ioi 0)
      ((mottTemperature a c d / T) ^ (1 / ((d : ℝ) + 1))) := by
  have hdp : (0 : ℝ) < d := by exact_mod_cast hd
  have hne : (d : ℝ) + 1 ≠ 0 := by positivity
  have hb : 0 < c / T := div_pos hc hT
  have hpos : 0 < optimalRange a (c / T) d := Real.rpow_pos_of_pos (by positivity) _
  -- the minimum raised to the power `d + 1` is `T₀ / T`
  have hx : mottTemperature a c d / T =
      (((d : ℝ) + 1) / d * a * optimalRange a (c / T) d) ^ (d + 1) := by
    rw [mul_pow, optimalRange_pow ha hb d, mottTemperature, mul_pow, div_pow,
      pow_succ a d, pow_succ (d : ℝ) d]
    field_simp
  have h1 : ((d + 1 : ℕ) : ℝ) * (1 / ((d : ℝ) + 1)) = 1 := by
    push_cast
    exact mul_one_div_cancel hne
  rw [hx, ← Real.rpow_natCast, ← Real.rpow_mul (by positivity), h1, Real.rpow_one]
  exact isLeast_hopExponent ha hb hd
```

The Lean name `mott_law` recalls Mott's law for the conductivity of a disordered material. The theorem itself concerns the exponent of one optimal hop; passing from there to a conductivity requires an argument about how current crosses a random network of sites.

The theorem treats one temperature at a time. When a and c stay fixed as T varies, the least exponent is proportional to T^(−1/(d+1)); if c drifts with temperature at fixed a, so does T₀. As T falls towards zero with a and c fixed, the best hop becomes ever longer and its exponent grows without bound.

The smallest case, d = 1, can be checked at a glance. There

a r + b/r = 2√(a b) + (√(a r) − √(b/r))²,

so the minimum is 2√(a b), at r₀ = √(b/a), where the two costs are equal. With b = c/T it becomes (4 a c/T)^(1/2), in agreement with T₀ = 4 a c.

## A positive attempt frequency: ν > 0

The attempt frequency ν sets how often a hop is tried, and here it is the same for all distances. By hand it enters in the last step: exp(−x) decreases with x, and multiplying by a positive ν preserves the order, so the least exponent gives the greatest rate,

max ν exp(−f(r)) = ν exp(−(T₀/T)^(1/(d+1))).

The proof takes the minimising distance from `mott_law` and compares every other rate with it through `Real.exp_le_exp`. In the Lean expression the minus sign applies after the power has been taken.

```lean
/-- For `ν, a, c, T > 0` and `d ≥ 1`, the greatest hop rate over all distances `r > 0`
is `ν exp(-(T₀ / T)^(1/(d+1)))`. -/
theorem isGreatest_hopRate {ν a c T : ℝ} {d : ℕ} (hν : 0 < ν) (ha : 0 < a) (hc : 0 < c)
    (hT : 0 < T) (hd : 1 ≤ d) :
    IsGreatest (hopRate ν a c d T '' Set.Ioi 0)
      (ν * Real.exp (-(mottTemperature a c d / T) ^ (1 / ((d : ℝ) + 1)))) := by
  obtain ⟨⟨r, hr, hre⟩, hmin⟩ := mott_law ha hc hT hd
  refine ⟨⟨r, hr, by rw [hopRate, hre]⟩, ?_⟩
  rintro _ ⟨r', hr', rfl⟩
  have h := hmin (Set.mem_image_of_mem _ hr')
  exact mul_le_mul_of_nonneg_left (Real.exp_le_exp.mpr (neg_le_neg h)) hν.le
```

With ν = 0 every rate would vanish and the maximum would carry no information; a negative ν would reverse the order and has no meaning as a frequency. If ν depended on r, the fastest hop would no longer have to be the one with the least exponent.

## A constant density of states in three dimensions: g > 0

The last theorem expresses the abstract constants through physical quantities: the inverse localisation length α, the density of states g and the Boltzmann constant k_B, written `kB`, all positive. It postulates that the activation energy is the level spacing 3/(4π g r³). This stands for a density of states that is flat over the energies involved, with one state expected in the sphere within that energy window.

By hand, a = 2α, d = 3 and c = 3/(4π g k_B), so

T₀ = (4⁴/3³) (2α)³ · 3/(4π g k_B) = 512 α³/(9π g k_B),

and the least exponent is (T₀/T)^(1/4). The proof applies `mott_law` to these values. Then `e1` matches the exponent, `e2` the characteristic temperature and `e3` the power 1/4.

```lean
/-- In three dimensions, with inverse localization length `α`, density of states `g`, Boltzmann
constant `kB` and temperature `T` all positive, the least value over `r > 0` of
`2 α r + levelSpacing g r / (kB T)` is `(T₀ / T)^(1/4)` with `T₀ = 512 α³ / (9 π g kB)`. -/
theorem mott_law_three_dim {α g kB T : ℝ} (hα : 0 < α) (hg : 0 < g) (hk : 0 < kB)
    (hT : 0 < T) :
    IsLeast ((fun r => 2 * α * r + levelSpacing g r / (kB * T)) '' Set.Ioi 0)
      ((512 * α ^ 3 / (9 * Real.pi * g * kB) / T) ^ ((1 : ℝ) / 4)) := by
  have h := mott_law (a := 2 * α) (c := 3 / (4 * Real.pi * g * kB)) (d := 3)
    (by positivity) (by positivity) hT (by norm_num)
  have e1 : hopExponent (2 * α) (3 / (4 * Real.pi * g * kB) / T) 3 =
      fun r => 2 * α * r + levelSpacing g r / (kB * T) := by
    funext r
    simp only [hopExponent, levelSpacing]
    ring
  have e2 : mottTemperature (2 * α) (3 / (4 * Real.pi * g * kB)) 3 =
      512 * α ^ 3 / (9 * Real.pi * g * kB) := by
    simp only [mottTemperature, Nat.cast_ofNat]
    ring
  have e3 : (1 : ℝ) / (((3 : ℕ) : ℝ) + 1) = 1 / 4 := by norm_num
  rw [e1, e2, e3] at h
  exact h

end

end VariableRangeHopping
```

```lean
#print axioms VariableRangeHopping.isLeast_hopExponent
-- 'VariableRangeHopping.isLeast_hopExponent' depends on axioms: [propext, Classical.choice, Quot.sound]
#print axioms VariableRangeHopping.optimalRange_temperature
-- 'VariableRangeHopping.optimalRange_temperature' depends on axioms: [propext, Classical.choice, Quot.sound]
#print axioms VariableRangeHopping.isGreatest_hopRate
-- 'VariableRangeHopping.isGreatest_hopRate' depends on axioms: [propext, Classical.choice, Quot.sound]
#print axioms VariableRangeHopping.mott_law_three_dim
-- 'VariableRangeHopping.mott_law_three_dim' depends on axioms: [propext, Classical.choice, Quot.sound]
```

Positivity of g keeps the level spacing finite and positive. If g varies appreciably over the relevant energies, the spacing need not fall as 1/r³, and the power 1/4 loses its basis. The number 512/(9π) likewise belongs to this choice of activation energy: another estimate with the same 1/r³ dependence changes T₀ but leaves the power alone.

The logarithm of the measured low-temperature conductivity of disordered semiconductors is often plotted against T^(−1/4), the temperature dependence found here for the exponent of a single hop with a flat density of states.
